# For equal local exchange energies, a larger share above every gradient threshold cannot raise the GGA exchange energy if the enhancement factor is nondecreasing

## Atoms, molecules and density gradients

When atoms bind into a molecule, the electron density between them becomes smoother. The separated atoms then typically have a larger share of their exchange energy in regions where the density varies rapidly. A generalized gradient approximation (GGA) responds to this difference. For a spin-unpolarized density $n$ its exchange energy is

$$
E_x=\int n\,\varepsilon_x(n)\,F(s)\,d^3r,\qquad s=\frac{|\nabla n|}{2(3\pi^2 n)^{1/3}\,n},
$$

where $\varepsilon_x(n)<0$ is the exchange energy per electron of the uniform gas, $s\ge 0$ is the reduced gradient and $F$ is the enhancement factor. The local density approximation (LDA) has $F=1$.

Which comparison of the two gradient distributions guarantees that the GGA exchange energy of the atoms is no higher than that of the molecule? For a nondecreasing $F$ and equal LDA exchange energies, it suffices that above every gradient threshold the atoms have at least as much LDA exchange energy, in magnitude, as the molecule. This magnitude is called weight below.

## Sorting space into gradient bins

Divide space into bins $k=0,\dots,m$ with reduced gradients $0\le s_0\le s_1\le\dots\le s_m$. Let $-w_k$ be the LDA exchange energy of bin $k$, so that $w_k$ is its magnitude. With a single gradient value per bin, the exchange energy and the weight from bin $k$ upwards are

$$
E_F[w]=-\sum_{i=0}^{m} w_iF(s_i),\qquad T_k(w)=\sum_{i=k}^{m}w_i .
$$

The total $T_0(w)$ is minus the LDA exchange energy. Write $a$ for the weights of the separated atoms, taken together, and $b$ for those of the molecule.

In Lean, `ggaExchange F s w m` is $E_F[w]$ and `tailWeight w m k` is $T_k(w)$. Gradients and weights are functions on all natural numbers, but only the values at $0,\dots,m$ enter the energies. A tail that starts above $m$ is empty and has weight zero.

## What the theorems say

The main theorem, `exchange_le_of_tails`, has four physical hypotheses:

- `MonotoneOn F (Set.Ici 0)`: the enhancement factor is nondecreasing for $s\ge0$. Nothing is required of it at negative arguments.
- `Monotone s` and `0 ≤ s 0`: the bins are ordered by gradient and the gradients are nonnegative. Equal gradients are allowed.
- `htot`: $T_0(a)=T_0(b)$, so the two systems have the same LDA exchange energy. This isolates the effect of the gradients.
- `htail`: $T_k(b)\le T_k(a)$ for every $k$, so the atoms have at least as much weight above each threshold.

The conclusion is $E_F[a]\le E_F[b]$. The weights need not be nonnegative, although physical ones are.

If, in addition to these hypotheses, $F$ and $s$ increase strictly and $T_{j+1}(a)>T_{j+1}(b)$ for some $j<m$, then `exchange_lt_of_tails` gives $E_F[a]<E_F[b]$. The theorem `pbe_exchange_lt` applies this to the PBE factor

$$
F(s)=1+\kappa-\frac{\kappa}{1+\mu s^2/\kappa},\qquad \kappa,\mu>0 .
$$

Here $\mu$ sets the response to weak gradients, $F\approx1+\mu s^2$, and $\kappa$ limits the enhancement at large gradients to $1+\kappa$. The theorem holds for all positive values of both.

For strictly increasing bin gradients, `exchange_le_iff_tails` also gives a converse. The inequality $E_F[a]\le E_F[b]$ holds for every nondecreasing $F$ exactly when the totals agree and all the tail inequalities hold. "Every" includes step functions and negative constants, which are not realistic enhancement factors.

Under the hypotheses of the main theorem, the exchange contribution to the atomization energy, $E_F[a]-E_F[b]$, is zero in LDA and at most zero in the GGA, so in this binned model the gradient dependence of exchange weakens the binding or leaves it unchanged. The tail inequalities and the equality of totals are assumptions about the two densities, not consequences of chemical bonding. Spin polarization, which many free atoms have, correlation and the changes of the density under self-consistency are left out.

## Summation by parts

Put $f_i=F(s_i)$. Each value is the first one plus the increments up to it:

$$
f_i=f_0+\sum_{k=0}^{i-1}(f_{k+1}-f_k).
$$

Multiply by $w_i$ and sum over $i$. The increment $f_{k+1}-f_k$ occurs for every $i\ge k+1$, so it is multiplied by $T_{k+1}(w)$:

$$
\sum_{i=0}^{m}w_if_i=f_0T_0(w)+\sum_{k=0}^{m-1}(f_{k+1}-f_k)T_{k+1}(w).
$$

For $m=0$ the last sum is empty. Now subtract the identity for $b$ from that for $a$. The first terms cancel because the totals agree, and

$$
E_F[b]-E_F[a]=\sum_{k=0}^{m-1}\bigl(F(s_{k+1})-F(s_k)\bigr)\bigl(T_{k+1}(a)-T_{k+1}(b)\bigr).
$$

Both factors of each term are nonnegative, hence $E_F[a]\le E_F[b]$. In the strict case every increment of $F$ is positive, and the term $k=j$ is a product of two positive numbers.

## Recovering the tails from step functions

Suppose that the gradients increase strictly and that $E_F[a]\le E_F[b]$ for every nondecreasing $F$. Choose $F(x)=1$ for $x\ge s_k$ and $F(x)=0$ otherwise. Since $s_i\ge s_k$ exactly when $i\ge k$, this gives $E_F[w]=-T_k(w)$. The assumed inequality becomes $-T_k(a)\le-T_k(b)$, which is the tail inequality.

For the constant $F=-1$ the energy is $E_F[w]=T_0(w)$, so $T_0(a)\le T_0(b)$. The tail inequality at $k=0$ gives the opposite direction, and the totals are equal.

## The PBE factor increases strictly

Let $0\le x<y$. Then $x^2<y^2$, and therefore

$$
0<1+\frac{\mu x^2}{\kappa}<1+\frac{\mu y^2}{\kappa}.
$$

Dividing the positive number $\kappa$ by the larger denominator gives the smaller quotient. PBE subtracts this quotient from $1+\kappa$, so $F(x)<F(y)$.

## The Lean file

```lean
import Mathlib

open Finset

namespace GGAGradientDominance

noncomputable section

/-- The GGA exchange energy of a system whose bin `k` has reduced gradient `s k` and
local-density exchange energy `-w k`, for the enhancement factor `F` and bins `0, ..., m`. -/
def ggaExchange (F : ℝ → ℝ) (s w : ℕ → ℝ) (m : ℕ) : ℝ :=
  -∑ i ∈ range (m + 1), w i * F (s i)

/-- The exchange weight carried by the bins `k, ..., m`. -/
def tailWeight (w : ℕ → ℝ) (m k : ℕ) : ℝ :=
  ∑ i ∈ Ico k (m + 1), w i

/-- The PBE exchange enhancement factor with parameters `κ` and `μ`. -/
def pbeFactor (κ μ s : ℝ) : ℝ :=
  1 + κ - κ / (1 + μ * s ^ 2 / κ)

/-- Adding one more bin at the top adds its weight to every tail that starts at or below the new
bin. -/
theorem tailWeight_succ (w : ℕ → ℝ) {m k : ℕ} (h : k ≤ m + 1) :
    tailWeight w (m + 1) k = tailWeight w m k + w (m + 1) :=
  Finset.sum_Ico_succ_top h w

/-- Summation by parts: a weighted sum over bins equals the first value times the total
weight plus the increments times the tail weights. -/
theorem sum_eq_tails (w f : ℕ → ℝ) (m : ℕ) :
    ∑ i ∈ range (m + 1), w i * f i =
      f 0 * tailWeight w m 0 +
        ∑ k ∈ range m, (f (k + 1) - f k) * tailWeight w m (k + 1) := by
  induction m with
  | zero =>
    unfold tailWeight
    rw [Finset.sum_Ico_succ_top (Nat.zero_le 0)]
    simp [mul_comm]
  | succ m ih =>
    -- the new weight multiplies a telescoping sum of increments
    have h1 : ∑ k ∈ range (m + 1), (f (k + 1) - f k) * tailWeight w (m + 1) (k + 1) =
        ∑ k ∈ range (m + 1), (f (k + 1) - f k) * tailWeight w m (k + 1) +
          (f (m + 1) - f 0) * w (m + 1) := by
      rw [← Finset.sum_range_sub f (m + 1), Finset.sum_mul, ← Finset.sum_add_distrib]
      refine Finset.sum_congr rfl fun k hk => ?_
      have hk' := Finset.mem_range.mp hk
      rw [tailWeight_succ w (show k + 1 ≤ m + 1 by omega)]
      ring
    have h2 : tailWeight w m (m + 1) = 0 := by simp [tailWeight]
    rw [Finset.sum_range_succ (fun i => w i * f i) (m + 1), ih, h1,
      Finset.sum_range_succ (fun k => (f (k + 1) - f k) * tailWeight w m (k + 1)) m, h2,
      tailWeight_succ w (Nat.zero_le (m + 1))]
    ring

/-- For two systems of equal total weight, the GGA exchange energy of `b` minus that of `a` is the
sum of the increments of the enhancement factor times the tail weights of `a` minus those of `b`. -/
theorem exchange_difference (F : ℝ → ℝ) (s : ℕ → ℝ) {a b : ℕ → ℝ} {m : ℕ}
    (htot : tailWeight a m 0 = tailWeight b m 0) :
    ggaExchange F s b m - ggaExchange F s a m =
      ∑ k ∈ range m, (F (s (k + 1)) - F (s k)) *
        (tailWeight a m (k + 1) - tailWeight b m (k + 1)) := by
  have ha := sum_eq_tails a (fun k => F (s k)) m
  have hb := sum_eq_tails b (fun k => F (s k)) m
  unfold ggaExchange
  simp only [mul_sub, Finset.sum_sub_distrib]
  linear_combination ha - hb + F (s 0) * htot

/-- Let the bins have nonnegative gradients in nondecreasing order. If atoms `a` and molecule `b`
have equal total weight and every tail of `a` weighs at least as much as that of `b`, then for any
enhancement factor nondecreasing on `s ≥ 0` the GGA exchange energy of the atoms is at most that of
the molecule. -/
theorem exchange_le_of_tails {F : ℝ → ℝ} {s a b : ℕ → ℝ} {m : ℕ}
    (hF : MonotoneOn F (Set.Ici 0)) (hs : Monotone s) (hs0 : 0 ≤ s 0)
    (htot : tailWeight a m 0 = tailWeight b m 0)
    (htail : ∀ k, tailWeight b m k ≤ tailWeight a m k) :
    ggaExchange F s a m ≤ ggaExchange F s b m := by
  have hpos : ∀ k, 0 ≤ s k := fun k => hs0.trans (hs (Nat.zero_le k))
  rw [← sub_nonneg, exchange_difference F s htot]
  -- each increment and each tail difference is nonnegative
  exact Finset.sum_nonneg fun k _ => mul_nonneg
    (sub_nonneg.mpr (hF (hpos k) (hpos (k + 1)) (hs (Nat.le_succ k))))
    (sub_nonneg.mpr (htail (k + 1)))

/-- Let the bin gradients be nonnegative and strictly increasing, and the enhancement factor
strictly increasing on `s ≥ 0`. If `a` and `b` have equal total weight, no tail of `a` is lighter
than that of `b` and one tail starting at a bin `1, ..., m` is strictly heavier, the exchange energy
of `a` is strictly lower. -/
theorem exchange_lt_of_tails {F : ℝ → ℝ} {s a b : ℕ → ℝ} {m : ℕ}
    (hF : StrictMonoOn F (Set.Ici 0)) (hs : StrictMono s) (hs0 : 0 ≤ s 0)
    (htot : tailWeight a m 0 = tailWeight b m 0)
    (htail : ∀ k, tailWeight b m k ≤ tailWeight a m k)
    {j : ℕ} (hj : j < m) (hlt : tailWeight b m (j + 1) < tailWeight a m (j + 1)) :
    ggaExchange F s a m < ggaExchange F s b m := by
  have hpos : ∀ k, 0 ≤ s k := fun k => hs0.trans (hs.monotone (Nat.zero_le k))
  have hinc : ∀ k, 0 < F (s (k + 1)) - F (s k) := fun k =>
    sub_pos.mpr (hF (hpos k) (hpos (k + 1)) (hs (Nat.lt_succ_self k)))
  rw [← sub_pos, exchange_difference F s htot]
  exact Finset.sum_pos'
    (fun k _ => mul_nonneg (hinc k).le (sub_nonneg.mpr (htail (k + 1))))
    ⟨j, Finset.mem_range.mpr hj, mul_pos (hinc j) (sub_pos.mpr hlt)⟩

/-- For strictly increasing bin gradients, an enhancement factor that switches from 0 to 1 at the
gradient of bin `k` gives minus the tail weight from bin `k` on as exchange energy. -/
theorem exchange_step {s : ℕ → ℝ} (hs : StrictMono s) (w : ℕ → ℝ) (m k : ℕ) :
    ggaExchange (fun x => if s k ≤ x then 1 else 0) s w m = -tailWeight w m k := by
  unfold ggaExchange tailWeight
  simp only [mul_ite, mul_one, mul_zero]
  rw [← Finset.sum_filter]
  congr 1
  refine Finset.sum_congr ?_ (fun _ _ => rfl)
  ext i
  simp only [Finset.mem_filter, Finset.mem_range, Finset.mem_Ico, hs.le_iff_le]
  omega

/-- For nonnegative, strictly increasing bin gradients, `a` has at most the exchange energy of `b`
for every enhancement factor nondecreasing on `s ≥ 0` exactly when the total weights agree and every
tail of `a` weighs at least as much as that of `b`. -/
theorem exchange_le_iff_tails {s a b : ℕ → ℝ} {m : ℕ} (hs : StrictMono s) (hs0 : 0 ≤ s 0) :
    (∀ F : ℝ → ℝ, MonotoneOn F (Set.Ici 0) → ggaExchange F s a m ≤ ggaExchange F s b m) ↔
      tailWeight a m 0 = tailWeight b m 0 ∧
        ∀ k, tailWeight b m k ≤ tailWeight a m k := by
  constructor
  · intro H
    -- step functions test the tails
    have htail : ∀ k, tailWeight b m k ≤ tailWeight a m k := by
      intro k
      have hmono : MonotoneOn (fun x : ℝ => if s k ≤ x then (1 : ℝ) else 0) (Set.Ici 0) := by
        intro x _ y _ hxy
        change (if s k ≤ x then (1 : ℝ) else 0) ≤ (if s k ≤ y then (1 : ℝ) else 0)
        split_ifs <;> linarith
      have h := H _ hmono
      rw [exchange_step hs, exchange_step hs] at h
      linarith
    -- the constant -1 bounds the total weight from the other side
    have key : ∀ w : ℕ → ℝ, ggaExchange (fun _ => -1) s w m = tailWeight w m 0 := by
      intro w
      have h := sum_eq_tails w (fun _ => (-1 : ℝ)) m
      simp only [sub_self, zero_mul, Finset.sum_const_zero, add_zero] at h
      unfold ggaExchange
      linear_combination -h
    have h := H (fun _ => -1) (fun _ _ _ _ _ => le_refl _)
    rw [key, key] at h
    exact ⟨le_antisymm h (htail 0), htail⟩
  · rintro ⟨htot, htail⟩ F hF
    exact exchange_le_of_tails hF hs.monotone hs0 htot htail

/-- The PBE enhancement factor with positive parameters increases strictly on `s ≥ 0`. -/
theorem pbeFactor_strictMonoOn {κ μ : ℝ} (hκ : 0 < κ) (hμ : 0 < μ) :
    StrictMonoOn (pbeFactor κ μ) (Set.Ici 0) := by
  intro x hx y hy hxy
  have hx0 : 0 ≤ x := hx
  have hsq : x ^ 2 < y ^ 2 := by nlinarith
  have harg : μ * x ^ 2 / κ < μ * y ^ 2 / κ :=
    div_lt_div_of_pos_right (mul_lt_mul_of_pos_left hsq hμ) hκ
  have hdiv : κ / (1 + μ * y ^ 2 / κ) < κ / (1 + μ * x ^ 2 / κ) :=
    div_lt_div_of_pos_left hκ (by positivity) (by linarith)
  unfold pbeFactor
  linarith

/-- Let `κ` and `μ` be positive and the bin gradients nonnegative and strictly increasing. With
equal total weights, no lighter tail and one strictly heavier tail, the atoms `a` have a strictly
lower PBE exchange energy than the molecule `b`. -/
theorem pbe_exchange_lt {κ μ : ℝ} (hκ : 0 < κ) (hμ : 0 < μ) {s a b : ℕ → ℝ} {m : ℕ}
    (hs : StrictMono s) (hs0 : 0 ≤ s 0)
    (htot : tailWeight a m 0 = tailWeight b m 0)
    (htail : ∀ k, tailWeight b m k ≤ tailWeight a m k)
    {j : ℕ} (hj : j < m) (hlt : tailWeight b m (j + 1) < tailWeight a m (j + 1)) :
    ggaExchange (pbeFactor κ μ) s a m < ggaExchange (pbeFactor κ μ) s b m :=
  exchange_lt_of_tails (pbeFactor_strictMonoOn hκ hμ) hs hs0 htot htail hj hlt

end

end GGAGradientDominance
```

```lean
#print axioms GGAGradientDominance.exchange_le_of_tails
#print axioms GGAGradientDominance.exchange_le_iff_tails
#print axioms GGAGradientDominance.pbe_exchange_lt
```

```
'GGAGradientDominance.exchange_le_of_tails' depends on axioms: [propext, Classical.choice, Quot.sound]
'GGAGradientDominance.exchange_le_iff_tails' depends on axioms: [propext, Classical.choice, Quot.sound]
'GGAGradientDominance.pbe_exchange_lt' depends on axioms: [propext, Classical.choice, Quot.sound]
```

## How the proof follows the derivation

The summation by parts is `sum_eq_tails`. Lean proves it by induction on the highest bin instead of exchanging two sums. By `tailWeight_succ`, a new bin $m+1$ adds $w_{m+1}$ to every tail that starts at or below it. In the sum over increments these additions telescope to $(f_{m+1}-f_0)w_{m+1}$, which is `h1`. The first term of the identity grows by $f_0w_{m+1}$, so together they supply the new summand $w_{m+1}f_{m+1}$. The step `h2` removes the one tail that was empty before the bin was added.

`exchange_difference` uses this identity once for $a$ and once for $b$. Its `linear_combination` subtracts the two and uses `htot`, multiplied by $F(s_0)$, to cancel the first terms.

In `exchange_le_of_tails`, the inequality is rewritten as a nonnegative difference, and `Finset.sum_nonneg` reduces it to the signs of the individual terms. The strict version uses `Finset.sum_pos'`, which asks for nonnegative terms and one positive term; bin index `j` provides the latter.

`exchange_step` evaluates the energy for a step function. It turns the conditional sum into a sum over the bins with $s_k\le s_i$, and `hs.le_iff_le` replaces this condition by $k\le i$. In `exchange_le_iff_tails`, the forward direction applies this result to obtain `htail`, while `key` evaluates the energy for the constant $-1$. `le_antisymm` then combines the two inequalities between the totals. The reverse direction is the main theorem.

Finally, `pbeFactor_strictMonoOn` compares the squares, the scaled arguments and the quotients in the order of the derivation above. `pbe_exchange_lt` passes the result to the strict theorem.
